# With nonzero hopping, the covalent singlet of the Hubbard dimer yields a doublon with probability at most 16t²/(U² + 16t²)

Two electrons on two Hubbard sites of equal energy, with constant real on-site interaction U and constant real hopping t ≠ 0, start in the covalent singlet. At time τ, in units with ħ = 1, the probability of finding both electrons on the same site is

p(τ) = (16t²/W²) sin²(Wτ/2), with W = √(U² + 16t²).

It never exceeds 16t²/(U² + 16t²), and first reaches this value at τ = π/W. Complete conversion into the doubly occupied state happens at some time if and only if U = 0.

For an isolated dimer with constant U and t, this gives a closed-form reference for codes that propagate interacting electrons in time.

## Two singlets out of four configurations

With S_z = 0 there are four configurations: (up, down), (down, up), (doublon, empty) and (empty, doublon). A doublon is a doubly occupied site. It costs energy U, and hopping connects the first two configurations to the last two. The normalised covalent singlet, and the ionic singlet that hopping couples to it, are

|0⟩ = (1, −1, 0, 0)/√2,

|1⟩ = (0, 0, 1, 1)/√2.

The labels 0 and 1 are also the matrix indices used below. With the signs of the 4×4 Hamiltonian in the file, the two covalent contributions add on each doublon configuration:

H|0⟩ = −2t|1⟩,

H|1⟩ = −2t|0⟩ + U|1⟩.

These two singlets therefore form a closed two-level system with Hamiltonian

h = ( 0, −2t ; −2t, U ).

The other ionic singlet, (0, 0, 1, −1)/√2, is an eigenvector of H with energy U and is never reached from |0⟩. The state |0⟩ contains no doublon, and |1⟩ has exactly one, shared equally between the sites. The doublon probability is thus the weight of |1⟩.

The factor 2 in the coupling is easily lost. The matrix element from |0⟩ to a single doublon configuration is −√2 t. Using that as the coupling to |1⟩ forgets the second configuration, and puts 8t² where 16t² belongs.

## From the eigenvectors to the oscillation

The eigenvalues of h solve E² − UE − 4t² = 0, so

E± = (U ± W)/2, E₊ − E₋ = W, E₊E₋ = −4t².

The vector v± = (−2t, E±) is an eigenvector, because

h v± = (−2tE±, 4t² + UE±) = E± v±.

Write the initial state as (1, 0) = αv₊ + βv₋. The two components require −2t(α + β) = 1 and αE₊ + βE₋ = 0, which gives

α = E₋/(2tW), β = −E₊/(2tW).

Each eigenvector acquires its phase exp(−iE±τ). The component of the evolved state along |1⟩ is

K₁₀ = αE₊ exp(−iE₊τ) + βE₋ exp(−iE₋τ)

= (E₊E₋/(2tW)) [exp(−iE₊τ) − exp(−iE₋τ)]

= −(2t/W) exp(−iUτ/2) [exp(−iWτ/2) − exp(iWτ/2)]

= (4it/W) sin(Wτ/2) exp(−iUτ/2).

The last factor has modulus one, so p(τ) = |K₁₀|² is the stated formula. Using sin² = 1 − cos²,

p(τ) = (16t²/(U² + 16t²)) (1 − cos²(Wτ/2)).

This gives the bound, with equality exactly when cos(Wτ/2) = 0. For τ > 0 the cosine first vanishes at Wτ/2 = π/2, that is, at τ = π/W.

If p(τ) = 1 at some time, the bound gives U² + 16t² ≤ 16t², hence U = 0. Conversely, at U = 0 the maximum is 1, and it is reached at τ = π/W = π/(4|t|).

## The case U = 3, t = 1

Here W = √(9 + 16) = 5, E₊ = 4 and E₋ = −1. The maximum is 16/25 = 0.64, first reached at τ = π/5. At that time exp(−4πi/5) = −exp(πi/5), so

K₁₀ = (−4/10) [−exp(πi/5) − exp(πi/5)] = 0.8 exp(πi/5),

whose squared modulus is 0.64. At half that time, τ = π/10, the sine squared is 1/2 and the probability is 0.32.

## What the Lean statements say

`fullH U t` is the 4×4 Hamiltonian in the order of configurations given above. The columns of `singlets` are √2|0⟩ and √2|1⟩. Since both columns lack the same factor, `dimerH U t` is also the Hamiltonian in the normalised basis. The theorem `singlet_sector` states that the columns are orthogonal with squared norm 2, and that `fullH` acts on them through `dimerH`.

`splitting U t` is W, and `propagator U t τ` is the matrix exponential of −iτh. Its entry `1 0` is K₁₀, the amplitude from covalent to ionic, and `doublonProb` is the squared modulus of that entry.

Three theorems carry the result, all under the hypothesis t ≠ 0:

- `doublon_production` gives the formula, the bound and the condition for equality, for every real τ and either sign of U and t.
- `first_peak` uses `IsLeast`: the time π/W belongs to the set of positive times at which the bound is attained, and no member of that set is earlier.
- `complete_conversion_iff` says that probability 1 occurs at some time exactly when U = 0.

The hypothesis means that the electrons can actually move. Without hopping the doublon probability stays at zero, so at t = 0 and U ≠ 0 the bound is zero and is attained at all times, whatever the cosine does.

The Hamiltonian enters as a matrix and is not derived from fermionic operators. The time evolution is that of the 2×2 block; its agreement with evolution under the 4×4 matrix follows from `singlet_sector` through the power series, a step left to the reader. Unequal site energies, larger clusters, other fillings, time-dependent parameters and coupling to an environment are not covered.

## The complete file

```lean
import Mathlib

open Matrix NormedSpace

namespace HubbardDimerDoublon

noncomputable section

/-- The Hubbard dimer with two electrons and `S_z = 0`, in the configurations
(up, down), (down, up), (doublon, empty), (empty, doublon). -/
def fullH (U t : ℝ) : Matrix (Fin 4) (Fin 4) ℂ :=
  !![0, 0, -(t : ℂ), -(t : ℂ);
     0, 0, (t : ℂ), (t : ℂ);
     -(t : ℂ), (t : ℂ), (U : ℂ), 0;
     -(t : ℂ), (t : ℂ), 0, (U : ℂ)]

/-- The covalent singlet (first column) and the ionic singlet (second column),
each written without its factor `1/√2`. -/
def singlets : Matrix (Fin 4) (Fin 2) ℂ :=
  !![1, 0; -1, 0; 0, 1; 0, 1]

/-- The dimer Hamiltonian in the basis of covalent and ionic singlet. -/
def dimerH (U t : ℝ) : Matrix (Fin 2) (Fin 2) ℂ :=
  !![0, -2 * (t : ℂ); -2 * (t : ℂ), (U : ℂ)]

/-- The splitting `W = √(U² + 16t²)` of the two singlet levels. -/
def splitting (U t : ℝ) : ℝ := √(U ^ 2 + 16 * t ^ 2)

/-- The time evolution operator `exp(-iτH)` in the singlet space. -/
def propagator (U t τ : ℝ) : Matrix (Fin 2) (Fin 2) ℂ :=
  NormedSpace.exp ((-(Complex.I * (τ : ℂ))) • dimerH U t)

/-- The probability of finding the ionic singlet at time `τ` after a start in the
covalent singlet. -/
def doublonProb (U t τ : ℝ) : ℝ := ‖propagator U t τ 1 0‖ ^ 2

/-- The two singlets are orthogonal with equal norms, and the full Hamiltonian acts on
them as the two-level Hamiltonian `dimerH`. -/
theorem singlet_sector (U t : ℝ) :
    singletsᴴ * singlets = (2 : ℂ) • (1 : Matrix (Fin 2) (Fin 2) ℂ) ∧
      fullH U t * singlets = singlets * dimerH U t := by
  constructor
  · ext i j
    fin_cases i <;> fin_cases j <;>
      simp [singlets, Matrix.mul_apply, Fin.sum_univ_succ] <;> norm_num
  · ext i j
    fin_cases i <;> fin_cases j <;>
      simp [fullH, singlets, dimerH, Matrix.mul_apply, Fin.sum_univ_succ] <;> ring

/-- If the columns of an invertible matrix `P` are eigenvectors of `A` with eigenvalues
`a` and `b`, they are eigenvectors of `exp A` with eigenvalues `exp a` and `exp b`. -/
theorem exp_mul_eigenvectors (A P : Matrix (Fin 2) (Fin 2) ℂ) (a b : ℂ)
    (hP : IsUnit P) (h : A * P = P * !![a, 0; 0, b]) :
    NormedSpace.exp A * P = P * !![Complex.exp a, 0; 0, Complex.exp b] := by
  have hD : ∀ x y : ℂ, !![x, 0; 0, y] = Matrix.diagonal ![x, y] := by
    intro x y
    ext i j
    fin_cases i <;> fin_cases j <;> simp
  have hdet : IsUnit P.det := (Matrix.isUnit_iff_isUnit_det P).mp hP
  have hv : NormedSpace.exp (![a, b] : Fin 2 → ℂ) = ![Complex.exp a, Complex.exp b] := by
    funext i
    -- evaluation at one index is a continuous ring homomorphism
    have he : NormedSpace.exp (![a, b] : Fin 2 → ℂ) i =
        NormedSpace.exp ((![a, b] : Fin 2 → ℂ) i) :=
      NormedSpace.map_exp (Pi.evalRingHom (fun _ : Fin 2 => ℂ) i) (continuous_apply i) _
    rw [he, ← Complex.exp_eq_exp_ℂ]
    fin_cases i <;> rfl
  rw [hD] at h
  have hA : A = P * Matrix.diagonal ![a, b] * P⁻¹ := by
    rw [← h, Matrix.mul_assoc, Matrix.mul_nonsing_inv _ hdet, Matrix.mul_one]
  rw [hA, Matrix.exp_conj _ _ hP, Matrix.exp_diagonal, Matrix.mul_assoc,
    Matrix.nonsing_inv_mul _ hdet, Matrix.mul_one, hv, hD]

/-- The doublon amplitude, multiplied by the splitting `W`, equals
`4it sin(Wτ/2) exp(-iUτ/2)`. -/
theorem doublon_amplitude (U t τ : ℝ) :
    (splitting U t : ℂ) * propagator U t τ 1 0 =
      ((4 * t * Real.sin (splitting U t * τ / 2) : ℝ) : ℂ) * Complex.I *
        Complex.exp (((-(U * τ / 2) : ℝ) : ℂ) * Complex.I) := by
  rcases eq_or_ne t 0 with rfl | ht
  · -- without hopping the Hamiltonian is diagonal
    have hA : (-(Complex.I * (τ : ℂ))) • dimerH U 0 =
        Matrix.diagonal ![0, -(Complex.I * (τ : ℂ)) * (U : ℂ)] := by
      ext i j
      fin_cases i <;> fin_cases j <;> simp [dimerH]
    rw [propagator, hA, Matrix.exp_diagonal, Matrix.diagonal_apply_ne _ (by decide)]
    simp
  have htc : (t : ℂ) ≠ 0 := Complex.ofReal_ne_zero.mpr ht
  have hWr : splitting U t ^ 2 = U ^ 2 + 16 * t ^ 2 := Real.sq_sqrt (by positivity)
  have hWpos : 0 < splitting U t := Real.sqrt_pos.mpr (by positivity)
  have hs : ((4 * t * Real.sin (splitting U t * τ / 2) : ℝ) : ℂ) =
      4 * (t : ℂ) * Complex.sin ((splitting U t : ℂ) * τ / 2) := by simp
  rw [hs]
  have hw : (splitting U t : ℂ) ^ 2 = (U : ℂ) ^ 2 + 16 * (t : ℂ) ^ 2 := by
    exact_mod_cast hWr
  have hw0 : (splitting U t : ℂ) ≠ 0 := Complex.ofReal_ne_zero.mpr hWpos.ne'
  generalize (splitting U t : ℂ) = w at hw hw0 ⊢
  -- the eigenvectors are (-2t, E) with E = (U ± W)/2
  have hP : IsUnit !![-2 * (t : ℂ), -2 * (t : ℂ); ((U : ℂ) + w) / 2, ((U : ℂ) - w) / 2] := by
    rw [Matrix.isUnit_iff_isUnit_det, Matrix.det_fin_two_of, isUnit_iff_ne_zero]
    have h2 : 2 * (t : ℂ) * w ≠ 0 := mul_ne_zero (mul_ne_zero two_ne_zero htc) hw0
    convert h2 using 1
    ring
  have hX := exp_mul_eigenvectors ((-(Complex.I * (τ : ℂ))) • dimerH U t) _
    (-(Complex.I * (τ : ℂ)) * (((U : ℂ) + w) / 2))
    (-(Complex.I * (τ : ℂ)) * (((U : ℂ) - w) / 2)) hP (by
      apply Matrix.ext
      simp only [Fin.forall_fin_two, dimerH, Matrix.mul_apply, Fin.sum_univ_two,
        Matrix.smul_apply, smul_eq_mul, Matrix.of_apply, Matrix.cons_val]
      refine ⟨⟨by ring, by ring⟩, ?_, ?_⟩
      · linear_combination (Complex.I * τ / 4) * hw
      · linear_combination (Complex.I * τ / 4) * hw)
  have e1 : -(Complex.I * (τ : ℂ)) * (((U : ℂ) + w) / 2) =
      ((-(U * τ / 2) : ℝ) : ℂ) * Complex.I + (-(w * τ / 2)) * Complex.I := by
    push_cast
    ring
  have e2 : -(Complex.I * (τ : ℂ)) * (((U : ℂ) - w) / 2) =
      ((-(U * τ / 2) : ℝ) : ℂ) * Complex.I + (w * τ / 2) * Complex.I := by
    push_cast
    ring
  rw [e1, e2, Complex.exp_add, Complex.exp_add, Complex.exp_mul_I (-(w * τ / 2)),
    Complex.exp_mul_I (w * τ / 2), Complex.cos_neg, Complex.sin_neg] at hX
  change propagator U t τ * _ = _ at hX
  have h0 := congrFun (congrFun hX 1) 0
  have h1 := congrFun (congrFun hX 1) 1
  simp only [Matrix.mul_apply, Fin.sum_univ_two, Matrix.of_apply, Matrix.cons_val] at h0 h1
  -- eliminate the diagonal entry of the propagator
  apply mul_left_cancel₀ (mul_ne_zero two_ne_zero htc)
  linear_combination (((U : ℂ) - w) / 2) * h0 - (((U : ℂ) + w) / 2) * h1 +
    (Complex.I * Complex.sin (w * τ / 2) *
      Complex.exp (((-(U * τ / 2) : ℝ) : ℂ) * Complex.I) / 2) * hw

/-- For nonzero hopping the doublon probability is `(16t²/W²) sin²(Wτ/2)`. It never exceeds
`16t²/(U² + 16t²)`, and reaches this value exactly when `cos(Wτ/2) = 0`. -/
theorem doublon_production (U t τ : ℝ) (ht : t ≠ 0) :
    doublonProb U t τ =
        16 * t ^ 2 / splitting U t ^ 2 * Real.sin (splitting U t * τ / 2) ^ 2 ∧
      doublonProb U t τ ≤ 16 * t ^ 2 / (U ^ 2 + 16 * t ^ 2) ∧
      (doublonProb U t τ = 16 * t ^ 2 / (U ^ 2 + 16 * t ^ 2) ↔
        Real.cos (splitting U t * τ / 2) = 0) := by
  have hW : splitting U t ^ 2 = U ^ 2 + 16 * t ^ 2 := Real.sq_sqrt (by positivity)
  have hD : 0 < U ^ 2 + 16 * t ^ 2 := by positivity
  -- squared modulus of the amplitude
  have hp : splitting U t ^ 2 * doublonProb U t τ =
      16 * t ^ 2 * Real.sin (splitting U t * τ / 2) ^ 2 := by
    have h := congrArg (fun z : ℂ => ‖z‖ ^ 2) (doublon_amplitude U t τ)
    simp only [norm_mul, Complex.norm_real, Real.norm_eq_abs, Complex.norm_I,
      Complex.norm_exp_ofReal_mul_I, mul_one, mul_pow, sq_abs] at h
    rw [doublonProb]
    linear_combination h
  have key : doublonProb U t τ * (U ^ 2 + 16 * t ^ 2) =
      16 * t ^ 2 * (1 - Real.cos (splitting U t * τ / 2) ^ 2) := by
    linear_combination hp + 16 * t ^ 2 * Real.sin_sq_add_cos_sq (splitting U t * τ / 2) -
      doublonProb U t τ * hW
  refine ⟨?_, ?_, ?_⟩
  · rw [div_mul_eq_mul_div, eq_div_iff (by rw [hW]; exact hD.ne')]
    linear_combination hp
  · rw [le_div_iff₀ hD, key]
    nlinarith [mul_nonneg (sq_nonneg t) (sq_nonneg (Real.cos (splitting U t * τ / 2)))]
  · rw [eq_div_iff hD.ne', key]
    constructor
    · intro h
      have h2 : t ^ 2 * Real.cos (splitting U t * τ / 2) ^ 2 = 0 := by
        linear_combination (-1 / 16) * h
      exact pow_eq_zero_iff two_ne_zero |>.mp
        ((mul_eq_zero.mp h2).resolve_left (pow_ne_zero 2 ht))
    · intro h
      rw [h]
      ring

/-- For nonzero hopping, `τ = π/W` is the first positive time at which the doublon
probability equals `16t²/(U² + 16t²)`. -/
theorem first_peak (U t : ℝ) (ht : t ≠ 0) :
    IsLeast {τ : ℝ | 0 < τ ∧ doublonProb U t τ = 16 * t ^ 2 / (U ^ 2 + 16 * t ^ 2)}
      (Real.pi / splitting U t) := by
  have hW : 0 < splitting U t := Real.sqrt_pos.mpr (by positivity)
  constructor
  · refine ⟨div_pos Real.pi_pos hW, (doublon_production U t _ ht).2.2.mpr ?_⟩
    rw [mul_div_cancel₀ _ hW.ne', Real.cos_pi_div_two]
  · rintro τ ⟨h0, h⟩
    by_contra hlt
    -- before π/W the cosine is still positive
    have h1 : τ * splitting U t < Real.pi := (lt_div_iff₀ hW).mp (not_le.mp hlt)
    have h2 : 0 < τ * splitting U t := mul_pos h0 hW
    have hc : 0 < Real.cos (splitting U t * τ / 2) :=
      Real.cos_pos_of_mem_Ioo ⟨by linarith [Real.pi_pos], by linarith⟩
    exact hc.ne' ((doublon_production U t τ ht).2.2.mp h)

/-- For nonzero hopping, the covalent singlet turns completely into the ionic singlet at
some time if and only if `U = 0`. -/
theorem complete_conversion_iff (U t : ℝ) (ht : t ≠ 0) :
    (∃ τ : ℝ, doublonProb U t τ = 1) ↔ U = 0 := by
  constructor
  · rintro ⟨τ, h⟩
    have hb := (doublon_production U t τ ht).2.1
    rw [h, le_div_iff₀ (by positivity)] at hb
    have hU : U ^ 2 = 0 := le_antisymm (by linarith) (sq_nonneg U)
    exact (pow_eq_zero_iff two_ne_zero).mp hU
  · rintro rfl
    refine ⟨Real.pi / splitting 0 t, (first_peak 0 t ht).1.2.trans ?_⟩
    rw [div_eq_one_iff_eq (by positivity)]
    ring

end

end HubbardDimerDoublon
```

```lean
#print axioms HubbardDimerDoublon.singlet_sector
-- 'HubbardDimerDoublon.singlet_sector' depends on axioms: [propext, Classical.choice, Quot.sound]
#print axioms HubbardDimerDoublon.doublon_production
-- 'HubbardDimerDoublon.doublon_production' depends on axioms: [propext, Classical.choice, Quot.sound]
#print axioms HubbardDimerDoublon.complete_conversion_iff
-- 'HubbardDimerDoublon.complete_conversion_iff' depends on axioms: [propext, Classical.choice, Quot.sound]
```

## How Lean reaches the amplitude

`singlet_sector` is checked entry by entry. The lemma `exp_mul_eigenvectors` supplies the rule that eigenvectors keep their direction and acquire exponential factors. It writes A = PDP⁻¹, with the eigenvectors as columns of P and the eigenvalues on the diagonal of D, and uses Mathlib's results on exponentials of conjugated and diagonal matrices.

The main work is in `doublon_amplitude`, which proves

W K₁₀ = 4it sin(Wτ/2) exp(−iUτ/2).

This form avoids division by W and also holds at t = 0, where the Hamiltonian is diagonal and both sides vanish. For t ≠ 0, the matrix P with columns v₊ and v₋ has determinant 2tW, so it is invertible. The eigenvalue equation is verified using W² = U² + 16t², which is `hw` in the code.

Where the derivation above expands the initial state, Lean reads off row 1 of the identity for exp(−iτh)P:

−2t K₁₀ + E₊K₁₁ = E₊ exp(−iE₊τ),

−2t K₁₀ + E₋K₁₁ = E₋ exp(−iE₋τ).

These are `h0` and `h1`, with the exponentials already split into a common phase, cosines and sines. Multiplying the first by E₋ and the second by E₊, then subtracting, removes K₁₁ and leaves

2tW K₁₀ = E₊E₋ [exp(−iE₊τ) − exp(−iE₋τ)].

The final `linear_combination` performs this elimination and uses `hw` to replace E₊E₋ by −4t². The common factor 2t has been cancelled by `mul_left_cancel₀`, which needs t ≠ 0.

## From the amplitude to the peak

In `doublon_production`, taking squared moduli gives `hp`, which is W²p = 16t² sin²(Wτ/2). The step `key` rewrites it with the cosine. The bound then follows because t² cos²(Wτ/2) is nonnegative, and equality forces this product to vanish, hence the cosine, since t ≠ 0.

For `first_peak`, the cosine vanishes at π/W. At any earlier positive time the angle Wτ/2 lies strictly between 0 and π/2, where the cosine is positive, so equality is impossible. `complete_conversion_iff` takes one direction from the bound and the other from the peak at U = 0.
